# McWeeny purification converges in norm to an idempotent when ‖P − P²‖ < 1/4

A linear-scaling electronic-structure calculation can clean up an approximate one-particle density matrix P by repeating the update P ↦ 3P² − 2P³ until P² agrees with P to a set tolerance. One norm, computed before the first update, is enough to know that the loop will settle. If ‖P − P²‖ < 1/4 in a norm with ‖XY‖ ≤ ‖X‖‖Y‖, such as the Frobenius norm, the iterates converge to an idempotent Q, and Q commutes with everything that commutes with P.

For non-interacting or mean-field electrons with integer occupations, the density matrix sought is idempotent when it is written in an orthonormal basis of spin orbitals. If P was built as a polynomial with real coefficients in a one-electron Hamiltonian H, then Q commutes with H and describes a state that is stationary while H is held fixed. In a mean-field calculation, self-consistency is the further condition that H is the Hamiltonian generated by Q. The theorem does not say which idempotent is reached, so the trace of Q need not be the intended electron number. It also concerns the exact update: rounding is not covered, and neither is the truncation by which linear-scaling codes keep their matrices sparse, for example by discarding small matrix elements after a multiplication.

## Density matrices as elements of a normed ring

Matrices are taken in an orthonormal basis, with occupation 1 for a filled spin orbital. All that the argument uses is addition, multiplication and a norm with ‖XY‖ ≤ ‖X‖‖Y‖, so P is an element of a normed ring `A`. Real or complex matrices with the operator or Frobenius norm are examples, as is any normed real algebra. The largest absolute matrix element is not a suitable norm in general, because it can violate the product inequality.

```lean
import Mathlib

open Filter Topology

namespace McWeenyConvergence

variable {A : Type*} [NormedRing A]
```

The update is

P′ = 3P² − 2P³.

```lean
/-- The McWeeny purification update `3P² - 2P³`. -/
def mcweeny (P : A) : A := 3 * P ^ 2 - 2 * P ^ 3
```

Starting from P₀ = P, the iterates are Pₙ₊₁ = 3Pₙ² − 2Pₙ³, and `purify P n` is Pₙ.

```lean
/-- The sequence of density matrices obtained from `P` by repeated McWeeny updates. -/
def purify (P : A) : ℕ → A
  | 0 => P
  | n + 1 => mcweeny (purify P n)
```

The departure from idempotency is

E = P − P².

Here E is a ring element and not an energy. For a Hermitian matrix in the operator norm, ‖E‖ < 1/4 says that no eigenvalue of P equals 1/2 and that all of them lie strictly between (1 − √2)/2 ≈ −0.207 and (1 + √2)/2 ≈ 1.207.

```lean
/-- The idempotency defect `P - P²`. -/
def defect (P : A) : A := P - P ^ 2
```

Write e = ‖E‖ and d = ‖2P − 1‖. The distance still to be travelled will be bounded by

b(P) = 2e d / (1 − 4e),

which needs only the current matrix. It has this meaning only for e < 1/4.

```lean
/-- The computable error bound `2e / (1 - 4e) * ‖2P - 1‖`, where `e = ‖P - P²‖`;
it is meant for `e < 1/4`. -/
noncomputable def errorBound (P : A) : ℝ :=
  2 * ‖defect P‖ / (1 - 4 * ‖defect P‖) * ‖2 * P - 1‖
```

## The defect shrinks quadratically

Two identities carry the algebra:

P′ − P = (2P − 1)E,
(2P − 1)² = 1 − 4E.

Everything here is a polynomial in P and therefore commutes. Substituting the first identity into P′ − P′² gives

P′ − P′² = E − (2P − 1)²E − (2P − 1)²E²
= E − (1 − 4E)(E + E²)
= 3E² + 4E³.

Taking norms, with e ≤ 1/4,

‖P′ − P′²‖ ≤ 3e² + 4e³ ≤ 4e².

In Lean, `noncomm_ring` checks the polynomial identity and `nlinarith` the last inequality.

```lean
/-- If the defect has norm at most `1/4`, one update makes its norm at most four times
the square of the old one. -/
theorem norm_defect_mcweeny_le {P : A} (h : ‖defect P‖ ≤ 1 / 4) :
    ‖defect (mcweeny P)‖ ≤ 4 * ‖defect P‖ ^ 2 := by
  have hid : defect (mcweeny P) = (3 : ℕ) • defect P ^ 2 + (4 : ℕ) • defect P ^ 3 := by
    unfold defect mcweeny
    noncomm_ring
  have h3 : ‖(3 : ℕ) • defect P ^ 2‖ ≤ (3 : ℕ) * ‖defect P ^ 2‖ := norm_nsmul_le
  have h4 : ‖(4 : ℕ) • defect P ^ 3‖ ≤ (4 : ℕ) * ‖defect P ^ 3‖ := norm_nsmul_le
  have p2 : ‖defect P ^ 2‖ ≤ ‖defect P‖ ^ 2 := norm_pow_le' _ (by norm_num)
  have p3 : ‖defect P ^ 3‖ ≤ ‖defect P‖ ^ 3 := norm_pow_le' _ (by norm_num)
  have ht := norm_add_le ((3 : ℕ) • defect P ^ 2) ((4 : ℕ) • defect P ^ 3)
  rw [← hid] at ht
  push_cast at h3 h4
  nlinarith [mul_nonneg (sq_nonneg ‖defect P‖) (sub_nonneg.2 h)]
```

## A budget for the path length

A small defect alone does not show that the iterates settle, since they might drift from one near-idempotent to another. The lengths of the steps have to be controlled as well. From the first identity,

‖P′ − P‖ ≤ d e.

Since 2P′ − 1 = (2P − 1) + 2(P′ − P), the new value d′ = ‖2P′ − 1‖ satisfies

d′ ≤ d(1 + 2e).

The new defect norm e′ is at most 4e², so 2e′/(1 − 4e′) ≤ 8e²/(1 − 16e²). Therefore

‖P′ − P‖ + b(P′) ≤ d [e + 8e²(1 + 2e)/(1 − 16e²)]
= d (e + 8e²)/(1 − 16e²)
≤ d (2e + 8e²)/(1 − 16e²)
= 2e d/(1 − 4e)
= b(P).

Each step is paid for by a drop in b. The Lean proof first obtains the two norm estimates, then uses `generalize` to turn the norms into plain real numbers; `key` is the scalar inequality between the bracket and 2e/(1 − 4e).

```lean
/-- If the defect of `P` has norm below `1/4`, the length of one McWeeny step plus the error
bound after the step is at most the error bound before it. -/
theorem step_add_errorBound_le {P : A} (h : ‖defect P‖ < 1 / 4) :
    ‖mcweeny P - P‖ + errorBound (mcweeny P) ≤ errorBound P := by
  have he' := norm_defect_mcweeny_le h.le
  -- the step, and the growth of `2P - 1`
  have hstep : ‖mcweeny P - P‖ ≤ ‖2 * P - 1‖ * ‖defect P‖ := by
    have hid : mcweeny P - P = (2 * P - 1) * defect P := by
      unfold defect mcweeny
      noncomm_ring
    rw [hid]
    exact norm_mul_le _ _
  have hd' : ‖2 * mcweeny P - 1‖ ≤ ‖2 * P - 1‖ * (1 + 2 * ‖defect P‖) := by
    have hid : 2 * mcweeny P - 1 = (2 * P - 1) + (2 : ℕ) • (mcweeny P - P) := by
      noncomm_ring
    have h2 : ‖(2 : ℕ) • (mcweeny P - P)‖ ≤ (2 : ℕ) * ‖mcweeny P - P‖ := norm_nsmul_le
    push_cast at h2
    rw [hid]
    linarith [norm_add_le (2 * P - 1) ((2 : ℕ) • (mcweeny P - P))]
  unfold errorBound
  have he0 := norm_nonneg (defect P)
  have hd0 := norm_nonneg (2 * P - 1)
  have hd0' := norm_nonneg (2 * mcweeny P - 1)
  generalize ‖defect (mcweeny P)‖ = e' at *
  generalize ‖defect P‖ = e at *
  generalize ‖2 * P - 1‖ = d at *
  generalize ‖2 * mcweeny P - 1‖ = d' at *
  have hD : 0 < 1 - 16 * e ^ 2 := by nlinarith
  have hE : 0 < 1 - 4 * e := by linarith
  have hE' : 0 < 1 - 4 * e' := by linarith
  have hr : 2 * e' / (1 - 4 * e') ≤ 8 * e ^ 2 / (1 - 16 * e ^ 2) := by
    rw [div_le_div_iff₀ hE' hD]
    linarith
  have hr0 : 0 ≤ 8 * e ^ 2 / (1 - 16 * e ^ 2) := by positivity
  -- the scalar inequality behind the error bound
  have key : e + 8 * e ^ 2 / (1 - 16 * e ^ 2) * (1 + 2 * e) ≤ 2 * e / (1 - 4 * e) := by
    have hc : 8 * e ^ 2 / (1 - 16 * e ^ 2) * (1 - 16 * e ^ 2) = 8 * e ^ 2 :=
      div_mul_cancel₀ _ hD.ne'
    have h1 : e + 8 * e ^ 2 / (1 - 16 * e ^ 2) * (1 + 2 * e)
        = (e + 8 * e ^ 2) / (1 - 16 * e ^ 2) := by
      rw [eq_div_iff hD.ne']
      linear_combination (1 + 2 * e) * hc
    rw [h1, div_le_div_iff₀ hD hE]
    nlinarith [mul_nonneg he0 hE.le]
  have hm := mul_le_mul hr hd' hd0' hr0
  have hk := mul_le_mul_of_nonneg_right key hd0
  linarith
```

The estimate can be applied at every iterate, because the defect never grows. If eₙ = ‖Pₙ − Pₙ²‖ ≤ 1/4, then

eₙ₊₁ ≤ 4eₙ² ≤ eₙ,

and induction gives eₙ ≤ e₀.

```lean
/-- If the initial defect has norm at most `1/4`, no iterate has a larger defect norm
than the initial one. -/
theorem norm_defect_purify_le {P : A} (h : ‖defect P‖ ≤ 1 / 4) (n : ℕ) :
    ‖defect (purify P n)‖ ≤ ‖defect P‖ := by
  induction n with
  | zero => exact le_rfl
  | succ n ih =>
    have hs := norm_defect_mcweeny_le (ih.trans h)
    change ‖defect (mcweeny (purify P n))‖ ≤ _
    nlinarith [norm_nonneg (defect (purify P n))]
```

## Fixed points and commuting observables

Suppose Q is a fixed point, Q′ = Q, where Q denotes a candidate limit and not the complementary projector 1 − P. Let E now be its defect Q − Q². Multiplying Q′ − Q = (2Q − 1)E by 2Q − 1 gives

E = 4E² + (2Q − 1)(Q′ − Q) = 4E².

Hence ‖E‖ ≤ 4‖E‖², or ‖E‖(1 − 4‖E‖) ≤ 0. With ‖E‖ < 1/4 this forces E = 0, that is, Q² = Q. The condition excludes the fixed point Q = 1/2.

```lean
/-- A fixed point of the McWeeny update whose defect has norm below `1/4` is idempotent. -/
theorem idempotent_of_fixed {Q : A} (hfix : mcweeny Q = Q) (h : ‖defect Q‖ < 1 / 4) :
    IsIdempotentElem Q := by
  have hid : defect Q = (4 : ℕ) • defect Q ^ 2 + (2 * Q - 1) * (mcweeny Q - Q) := by
    unfold defect mcweeny
    noncomm_ring
  rw [hfix, sub_self, mul_zero, add_zero] at hid
  have h4 : ‖(4 : ℕ) • defect Q ^ 2‖ ≤ (4 : ℕ) * ‖defect Q ^ 2‖ := norm_nsmul_le
  have p2 : ‖defect Q ^ 2‖ ≤ ‖defect Q‖ ^ 2 := norm_pow_le' _ (by norm_num)
  rw [← hid] at h4
  push_cast at h4
  -- a nonzero defect would have norm at least 1/4
  have hz : ‖defect Q‖ = 0 := by
    by_contra hne
    have hpos : 0 < ‖defect Q‖ := lt_of_le_of_ne (norm_nonneg _) (Ne.symm hne)
    nlinarith [mul_pos hpos (sub_pos.2 h)]
  have h0 : Q - Q ^ 2 = 0 := norm_eq_zero.1 hz
  change Q * Q = Q
  rw [← pow_two]
  exact (sub_eq_zero.1 h0).symm
```

If BP = PB, then B commutes with P² and P³, and so with 3P² − 2P³. Induction carries this to every Pₙ.

```lean
/-- Whatever commutes with the initial density matrix commutes with every iterate. -/
theorem commute_purify {B P : A} (h : Commute B P) (n : ℕ) : Commute B (purify P n) := by
  induction n with
  | zero => exact h
  | succ n ih =>
    have h2 : Commute B (2 : A) := by
      change B * 2 = 2 * B
      noncomm_ring
    have h3 : Commute B (3 : A) := by
      change B * 3 = 3 * B
      noncomm_ring
    exact (h3.mul_right (ih.pow_right 2)).sub_right (h2.mul_right (ih.pow_right 3))
```

## Convergence to an idempotent

Adding the budget inequality over the first n steps gives

‖P₁ − P₀‖ + … + ‖Pₙ − Pₙ₋₁‖ + b(Pₙ) ≤ b(P₀).

Since b(Pₙ) ≥ 0, the total path length is finite. The sequence is therefore Cauchy, and in a complete ring it has a limit Q.

The update is continuous, so letting n → ∞ in Pₙ₊₁ = 3Pₙ² − 2Pₙ³ shows that Q is a fixed point. Continuity also gives ‖Q − Q²‖ ≤ e₀ < 1/4, and the fixed-point argument makes Q idempotent. Finally, BPₙ = PₙB becomes BQ = QB in the limit.

In the Lean statement, `Tendsto (purify P) atTop (𝓝 Q)` is convergence in norm, `IsIdempotentElem Q` is Q² = Q, and `Commute B Q` is BQ = QB. Completeness enters as `[CompleteSpace A]`, which holds automatically for real or complex matrices of finite size. In the proof, `hsum` is the summed budget and `hS` the finite path length; uniqueness of limits then gives both the fixed-point equation and the commutation.

```lean
/-- **Convergence of McWeeny purification.** In a complete normed ring, if `‖P - P²‖ < 1/4`,
the iterates converge in norm to an idempotent that commutes with everything commuting
with `P`. -/
theorem purify_converges [CompleteSpace A] {P : A} (h : ‖defect P‖ < 1 / 4) :
    ∃ Q : A, Tendsto (purify P) atTop (𝓝 Q) ∧ IsIdempotentElem Q ∧
      ∀ B : A, Commute B P → Commute B Q := by
  have hlt : ∀ n, ‖defect (purify P n)‖ < 1 / 4 := fun n =>
    (norm_defect_purify_le h.le n).trans_lt h
  -- the total path length is bounded by the initial error bound
  have hsum : ∀ n, ∑ i ∈ Finset.range n, dist (purify P i) (purify P (i + 1))
      + errorBound (purify P n) ≤ errorBound P := by
    intro n
    induction n with
    | zero => simp [purify]
    | succ n ih =>
      have hs := step_add_errorBound_le (hlt n)
      rw [Finset.sum_range_succ, dist_comm (purify P n), dist_eq_norm (purify P (n + 1))]
      change _ + ‖mcweeny (purify P n) - purify P n‖ + errorBound (mcweeny (purify P n)) ≤ _
      linarith
  have hnn : ∀ n, 0 ≤ errorBound (purify P n) := fun n =>
    mul_nonneg (div_nonneg (by positivity) (by linarith [hlt n])) (norm_nonneg _)
  have hS : Summable fun i => dist (purify P i) (purify P (i + 1)) :=
    summable_of_sum_range_le (c := errorBound P) (fun _ => dist_nonneg)
      (fun n => by linarith [hsum n, hnn n])
  obtain ⟨Q, hQ⟩ := cauchySeq_tendsto_of_complete (cauchySeq_of_summable_dist hS)
  refine ⟨Q, hQ, ?_, ?_⟩
  · -- the limit is a fixed point with small defect
    have hc : Continuous (mcweeny : A → A) := by
      unfold mcweeny
      fun_prop
    have hdc : Continuous (defect : A → A) := by
      unfold defect
      fun_prop
    have t1 : Tendsto (fun n => purify P (n + 1)) atTop (𝓝 Q) :=
      (tendsto_add_atTop_iff_nat 1).2 hQ
    have t2 : Tendsto (fun n => purify P (n + 1)) atTop (𝓝 (mcweeny Q)) :=
      (hc.tendsto Q).comp hQ
    have hd : ‖defect Q‖ ≤ ‖defect P‖ :=
      le_of_tendsto' ((hdc.tendsto Q).comp hQ).norm (norm_defect_purify_le h.le)
    exact idempotent_of_fixed (tendsto_nhds_unique t2 t1) (hd.trans_lt h)
  · intro B hB
    have t1 : Tendsto (fun n => B * purify P n) atTop (𝓝 (B * Q)) := hQ.const_mul B
    have t2 : Tendsto (fun n => B * purify P n) atTop (𝓝 (Q * B)) :=
      (hQ.mul_const B).congr fun n => (commute_purify hB n).eq.symm
    exact tendsto_nhds_unique t1 t2
```

## A stopping criterion from the current iterate

The same budget, started at Pₙ and followed for k further steps, gives

‖Pₙ₊ₖ − Pₙ‖ + b(Pₙ₊ₖ) ≤ b(Pₙ).

Dropping the non-negative second term and letting k → ∞ yields

‖Q − Pₙ‖ ≤ b(Pₙ) = 2eₙ‖2Pₙ − 1‖ / (1 − 4eₙ).

Once ‖P − P²‖ < 1/4 has been checked for the initial matrix, a program can thus stop when the right-hand side falls below the distance from Q that it will accept, measured in the same norm and for the exact iteration. This is not a bound on the distance to the intended density matrix if Q is a different idempotent. The theorem takes the convergence to Q as a hypothesis, which the previous theorem supplies in a complete ring.

```lean
/-- If `‖P - P²‖ < 1/4` and the iterates converge to `Q`, the distance from the `n`-th iterate
to `Q` is at most the error bound computed from that iterate. -/
theorem norm_limit_sub_le {P Q : A} (h : ‖defect P‖ < 1 / 4)
    (hQ : Tendsto (purify P) atTop (𝓝 Q)) (n : ℕ) :
    ‖Q - purify P n‖ ≤ errorBound (purify P n) := by
  have hlt : ∀ m, ‖defect (purify P m)‖ < 1 / 4 := fun m =>
    (norm_defect_purify_le h.le m).trans_lt h
  have hk : ∀ k, ‖purify P (n + k) - purify P n‖ + errorBound (purify P (n + k))
      ≤ errorBound (purify P n) := by
    intro k
    induction k with
    | zero => simp
    | succ k ih =>
      have hs := step_add_errorBound_le (hlt (n + k))
      have ht := norm_sub_le_norm_sub_add_norm_sub
        (mcweeny (purify P (n + k))) (purify P (n + k)) (purify P n)
      change ‖mcweeny (purify P (n + k)) - purify P n‖
        + errorBound (mcweeny (purify P (n + k))) ≤ _
      linarith
  have ht : Tendsto (fun k => purify P (n + k)) atTop (𝓝 Q) :=
    hQ.comp (tendsto_atTop_mono (fun k => Nat.le_add_left k n) tendsto_id)
  refine le_of_tendsto' (ht.sub_const (purify P n)).norm fun k => ?_
  have hnn : 0 ≤ errorBound (purify P (n + k)) :=
    mul_nonneg (div_nonneg (by positivity) (by linarith [hlt (n + k)])) (norm_nonneg _)
  linarith [hk k]
```

## Hermitian input gives a Hermitian limit

If P† = P, then

(3P² − 2P³)† = 3P² − 2P³,

so every iterate is self-adjoint. Continuity of the adjoint passes this to the limit. In Lean the adjoint is `star`, and `ContinuousStar` is the continuity assumption. For matrices with the conjugate transpose, a Hermitian idempotent is an orthogonal projector. The statement assumes convergence but no bound on the defect.

```lean
/-- With a continuous adjoint, if the initial density matrix is self-adjoint and the iterates
converge, their limit is self-adjoint. -/
theorem isSelfAdjoint_limit [StarRing A] [ContinuousStar A] {P Q : A}
    (hP : IsSelfAdjoint P) (hQ : Tendsto (purify P) atTop (𝓝 Q)) : IsSelfAdjoint Q := by
  have hn : ∀ n, star (purify P n) = purify P n := by
    intro n
    induction n with
    | zero => exact hP
    | succ n ih =>
      change star (3 * purify P n ^ 2 - 2 * purify P n ^ 3)
        = 3 * purify P n ^ 2 - 2 * purify P n ^ 3
      simp only [star_sub, star_mul, star_pow, star_ofNat, ih]
      noncomm_ring
  have hs : Tendsto (fun n => star (purify P n)) atTop (𝓝 (star Q)) :=
    (continuous_star.tendsto Q).comp hQ
  exact tendsto_nhds_unique (hs.congr hn) hQ
```

## A half-occupied spin orbital sits at the threshold

Take the real number P = 1/2, a single spin orbital with occupation one half. Then

P − P² = 1/4,
3P² − 2P³ = 3/4 − 1/4 = 1/2.

The iterates never move, and their limit 1/2 is not idempotent because (1/2)² = 1/4. So the strict inequality ‖P − P²‖ < 1/4 cannot be relaxed to ≤ 1/4 if the limit is to be idempotent in every case. The Lean proof shows by induction that all iterates equal 1/2 and leaves the arithmetic to `norm_num`.

```lean
/-- The bound `1/4` is sharp: the real number `1/2` has defect norm exactly `1/4`, and its
iterates converge to `1/2`, which is not idempotent. -/
theorem quarter_sharp : ‖defect (1 / 2 : ℝ)‖ = 1 / 4 ∧
    Tendsto (purify (1 / 2 : ℝ)) atTop (𝓝 (1 / 2)) ∧ ¬ IsIdempotentElem (1 / 2 : ℝ) := by
  have hn : ∀ n, purify (1 / 2 : ℝ) n = 1 / 2 := by
    intro n
    induction n with
    | zero => rfl
    | succ n ih =>
      change mcweeny (purify (1 / 2 : ℝ) n) = 1 / 2
      rw [ih]
      norm_num [mcweeny]
  refine ⟨?_, tendsto_const_nhds.congr fun n => (hn n).symm, ?_⟩
  · norm_num [defect]
  · intro hi
    have h2 : (1 / 2 : ℝ) * (1 / 2) = 1 / 2 := hi
    norm_num at h2

end McWeenyConvergence
```

```lean
#print axioms McWeenyConvergence.purify_converges
-- 'McWeenyConvergence.purify_converges' depends on axioms: [propext, Classical.choice, Quot.sound]
#print axioms McWeenyConvergence.norm_limit_sub_le
-- 'McWeenyConvergence.norm_limit_sub_le' depends on axioms: [propext, Classical.choice, Quot.sound]
#print axioms McWeenyConvergence.isSelfAdjoint_limit
-- 'McWeenyConvergence.isSelfAdjoint_limit' depends on axioms: [propext, Classical.choice, Quot.sound]
#print axioms McWeenyConvergence.quarter_sharp
-- 'McWeenyConvergence.quarter_sharp' depends on axioms: [propext, Classical.choice, Quot.sound]
```
